# A multiple of the Euler exponential spline equals a plane wave at all integers exactly when the spline is nonzero at the origin

## A plane wave known only at grid points

A charge in a smooth particle-mesh Ewald calculation seldom sits on a grid point. The method approximates the plane wave at its position by a weighted sum of its values on the grid, multiplied by a factor that does not depend on the position, so that fast Fourier transforms can be used. The grid is modelled here as the set of all integers, not as a periodic box. Lengths are measured in grid spacings. The position is a real number x, and the plane wave is exp(i t x), with a real t that gives the phase advance per grid spacing.

The weights are cardinal B-splines Mₙ of order n, defined by the two-term recursion:

M₁(x) = 1 for 0 ≤ x < 1, and 0 otherwise,

Mₙ₊₂(x) = [x Mₙ₊₁(x) + (n + 2 − x) Mₙ₊₁(x − 1)] / (n + 1) for n ≥ 0.

For fixed n and t, the weighted sum of grid values is

P(x) = Σₖ Mₙ(x − k) exp(i t k), with k running over all integers.

The question is whether a constant factor can turn P into a function that agrees with the plane wave at every grid point. In smooth particle-mesh Ewald this factor enters the reciprocal-space sum, and the result says when it exists for a single plane wave in one dimension.

## What the theorems say

In Lean, `bspline n x` is Mₙ(x) and `eulerSpline n t x` is P(x). The name "Euler exponential spline" is often kept for the normalised quotient P(x)/P(0); here it denotes the sum before division. The order n is a natural number, x and t are real, and the values of P are complex. Order zero is included in the definition as the zero function.

The main statements are these.

- `eulerSpline_add_int`: for every order n, real t and x, and integer m, P(x + m) = exp(i t m) P(x). The letter m is a shift on the grid, not the reciprocal-lattice index for which Ewald formulas often use it.
- `interpolates`: if P(0) ≠ 0, then P(m)/P(0) = exp(i t m) for every integer m.
- `interpolates_iff`: a complex constant c with c P(m) = exp(i t m) for all integers m exists exactly when P(0) ≠ 0.
- `norm_cubic_zero`: for n = 4, |P(0)| = (2 + cos t)/3, and this is positive for every real t. "Cubic" refers to the polynomial degree, which is one less than the order.
- `odd_order_vanishes`: for odd n ≥ 3 and t = π, P(m) = 0 at every integer m.

At order four the normalisation therefore always works. At odd orders from three upwards it fails for the wave that alternates in sign from one grid point to the next. On a periodic grid with an even number of points, that is the wave at the edge of the resolved frequency range.

The step from this model to a simulation box is the folding of the integer grid onto a periodic one. With K grid points and t = 2πq/K for an integer q, the phases repeat after K points, and contributions from integers that differ by multiples of K are collected on the same grid point. The theorems treat the unfolded sum. They also give no bound on the difference between P(x)/P(0) and exp(i t x) when x lies between grid points. That difference is one source of error in a smooth particle-mesh Ewald calculation, beside the truncation of the real-space and reciprocal-space sums.

## The shift law and the normalisation

The B-spline Mₙ vanishes for x < 0 and for x ≥ n. This is clear for order one. If it holds for order n + 1, take x < 0 or x ≥ n + 2. Then x and x − 1 both lie outside [0, n + 1), so both terms of the recursion vanish. A term of P(x) can be nonzero only if 0 ≤ x − k < n, which leaves at most n values of k.

For an integer m, put k = k′ + m in the sum:

P(x + m) = Σₖ Mₙ(x + m − k) exp(i t k)

= Σₖ′ Mₙ(x − k′) exp(i t (k′ + m))

= exp(i t m) P(x).

At x = 0 this reads P(m) = exp(i t m) P(0). If P(0) ≠ 0, division by P(0) gives the plane wave at all integers. Conversely, if c P(m) = exp(i t m) for all m, then m = 0 gives c P(0) = 1, so P(0) ≠ 0 and c = 1/P(0).

## Order four

Put j = −k in the sum for P(0). The support leaves only j = 0, …, n − 1:

P(0) = Σⱼ Mₙ(j) exp(−i t j).

The recursion gives the values at the nodes:

M₂(0) = 0, M₂(1) = 1,

M₃(0) = 0, M₃(1) = 1/2, M₃(2) = 1/2,

M₄(0) = 0, M₄(1) = 1/6, M₄(2) = 2/3, M₄(3) = 1/6.

For n = 4, taking out the phase of the central node yields

P(0) = exp(−2 i t) [exp(i t)/6 + 2/3 + exp(−i t)/6]

= exp(−2 i t) (2 + cos t)/3.

The prefactor has modulus one. Since cos t ≥ −1, the remaining factor is at least 1/3, so |P(0)| = (2 + cos t)/3 > 0.

## Odd orders and the alternating wave

For n ≥ 2 the B-spline is symmetric about the middle of its support:

Mₙ(n − x) = Mₙ(x).

For n = 2 the function is a hat, equal to x on [0, 1), to 2 − x on [1, 2) and to zero elsewhere, and the symmetry can be read off. For the step from n to n + 1, insert n + 1 − x into the recursion:

Mₙ₊₁(n + 1 − x) = [(n + 1 − x) Mₙ(n + 1 − x) + x Mₙ(n − x)] / n.

By the symmetry at order n, Mₙ(n + 1 − x) = Mₙ(x − 1) and Mₙ(n − x) = Mₙ(x). The two terms have changed places, and the sum is Mₙ₊₁(x).

Now let t = π, so that exp(i t k) = (−1)ᵏ and

P(0) = Σₖ Mₙ(−k) (−1)ᵏ.

Replace k by −n − k. The spline factor becomes Mₙ(n + k), which equals Mₙ(−k) by symmetry. For odd n the sign becomes −(−1)ᵏ. Hence P(0) = −P(0), so P(0) = 0, and the shift law carries the zero to every integer. For n = 3 the sum is −1/2 + 1/2. Order one behaves differently: there P(0) = M₁(0) = 1.

## The complete Lean source

```lean
import Mathlib

open Complex (I)

namespace EulerExponentialSpline

noncomputable section

/-- The cardinal B-spline of order `n ≥ 1`: the indicator of `[0,1)` for order one, and the
two-term recursion for higher orders. Order zero is set to zero. -/
def bspline : ℕ → ℝ → ℝ
  | 0, _ => 0
  | 1, x => if 0 ≤ x ∧ x < 1 then 1 else 0
  | n + 2, x =>
      (x * bspline (n + 1) x + ((n : ℝ) + 2 - x) * bspline (n + 1) (x - 1)) / ((n : ℝ) + 1)

/-- The Euler exponential spline: B-splines shifted by every integer `k`, weighted by the plane wave
`exp (i t k)`. -/
def eulerSpline (n : ℕ) (t x : ℝ) : ℂ :=
  ∑' k : ℤ, (bspline n (x - k) : ℂ) * Complex.exp (I * t * k)

/-- The recursion that raises the order of a B-spline by one. -/
theorem bspline_succ (n : ℕ) (x : ℝ) : bspline (n + 2) x =
    (x * bspline (n + 1) x + ((n : ℝ) + 2 - x) * bspline (n + 1) (x - 1)) / ((n : ℝ) + 1) := by
  rw [bspline]

/-- The B-spline of order `n` vanishes outside `[0,n)`. -/
theorem bspline_eq_zero : ∀ (n : ℕ) (x : ℝ), (x < 0 ∨ (n : ℝ) ≤ x) → bspline n x = 0
  | 0, x, _ => by rw [bspline]
  | 1, x, h => by
      rw [bspline, if_neg]
      rintro ⟨h0, h1⟩
      have hc : ((1 : ℕ) : ℝ) = 1 := Nat.cast_one
      rcases h with h | h <;> linarith
  | n + 2, x, h => by
      have h1 : bspline (n + 1) x = 0 := bspline_eq_zero (n + 1) x (by
        rcases h with h | h
        · left; exact h
        · right; push_cast at h ⊢; linarith)
      have h2 : bspline (n + 1) (x - 1) = 0 := bspline_eq_zero (n + 1) (x - 1) (by
        rcases h with h | h
        · left; linarith
        · right; push_cast at h ⊢; linarith)
      rw [bspline_succ, h1, h2]
      simp

/-- At every point `x` only finitely many grid points contribute to the spline sum. -/
theorem finite_support (n : ℕ) (x : ℝ) :
    (Function.support fun k : ℤ => bspline n (x - k)).Finite := by
  refine (Set.finite_Icc (⌊x⌋ - (n : ℤ)) ⌊x⌋).subset fun k hk => ?_
  have h : ¬ (x - k < 0 ∨ (n : ℝ) ≤ x - k) := fun h => hk (bspline_eq_zero n _ h)
  rw [not_or, not_lt, not_le] at h
  have h1 : k ≤ ⌊x⌋ := Int.le_floor.2 (by linarith [h.1])
  have h2 : ⌊x⌋ < k + (n : ℤ) := Int.floor_lt.2 (by push_cast; linarith [h.2])
  exact ⟨by omega, h1⟩

/-- B-splines of order at least two are symmetric about the middle of their support. -/
theorem bspline_reflect (n : ℕ) (hn : 2 ≤ n) : ∀ x : ℝ, bspline n (n - x) = bspline n x := by
  induction n, hn using Nat.le_induction with
  | base =>
    intro x
    simp only [bspline, Nat.cast_ofNat]
    split_ifs <;> grind
  | succ n hn ih =>
    intro x
    obtain ⟨k, rfl⟩ : ∃ k, n = k + 1 := ⟨n - 1, by omega⟩
    -- the reflection exchanges the two terms of the recursion
    have a : bspline (k + 1) (((k + 1 + 1 : ℕ) : ℝ) - x) = bspline (k + 1) (x - 1) := by
      rw [← ih (x - 1)]
      congr 1
      push_cast
      ring
    have b : bspline (k + 1) (((k + 1 + 1 : ℕ) : ℝ) - x - 1) = bspline (k + 1) x := by
      rw [← ih x]
      congr 1
      push_cast
      ring
    change bspline (k + 2) _ = bspline (k + 2) _
    rw [bspline_succ, bspline_succ, a, b]
    push_cast
    ring

/-- A shift by `m` grid spacings multiplies the Euler spline by the phase `exp (i t m)`. -/
theorem eulerSpline_add_int (n : ℕ) (t x : ℝ) (m : ℤ) :
    eulerSpline n t (x + m) = Complex.exp (I * t * m) * eulerSpline n t x := by
  have key := (Equiv.addRight m).tsum_eq
    (fun k : ℤ => (bspline n (x + m - k) : ℂ) * Complex.exp (I * t * k))
  unfold eulerSpline
  rw [← key, ← tsum_mul_left]
  refine tsum_congr fun k => ?_
  have e1 : x + m - ((k + m : ℤ) : ℝ) = x - k := by push_cast; ring
  have e2 : Complex.exp (I * t * ((k + m : ℤ) : ℂ))
      = Complex.exp (I * t * m) * Complex.exp (I * t * k) := by
    rw [← Complex.exp_add]
    congr 1
    push_cast
    ring
  simp only [Equiv.coe_addRight]
  rw [e1, e2]
  ring

/-- If the Euler spline is nonzero at the origin, then dividing by that value gives a function
equal to the plane wave `exp (i t x)` at every integer. -/
theorem interpolates (n : ℕ) (t : ℝ) (h : eulerSpline n t 0 ≠ 0) (m : ℤ) :
    eulerSpline n t m / eulerSpline n t 0 = Complex.exp (I * t * m) := by
  have hs := eulerSpline_add_int n t 0 m
  rw [zero_add] at hs
  rw [hs, mul_div_assoc, div_self h, mul_one]

/-- Some constant multiple of the Euler spline agrees with the plane wave at all integers
exactly when the spline is nonzero at the origin. -/
theorem interpolates_iff (n : ℕ) (t : ℝ) :
    (∃ c : ℂ, ∀ m : ℤ, c * eulerSpline n t m = Complex.exp (I * t * m)) ↔
      eulerSpline n t 0 ≠ 0 := by
  constructor
  · rintro ⟨c, hc⟩ h
    have h0 := hc 0
    simp [h] at h0
  · intro h
    refine ⟨(eulerSpline n t 0)⁻¹, fun m => ?_⟩
    rw [← interpolates n t h m, div_eq_mul_inv, mul_comm]

/-- The value at the origin is a finite trigonometric sum over the nodal values of the
B-spline. -/
theorem eulerSpline_zero (n : ℕ) (t : ℝ) : eulerSpline n t 0 =
    ∑ j ∈ Finset.range n, (bspline n j : ℂ) * Complex.exp (-(I * t * j)) := by
  have key := (Equiv.neg ℤ).tsum_eq
    (fun k : ℤ => (bspline n (0 - k) : ℂ) * Complex.exp (I * t * k))
  unfold eulerSpline
  rw [← key, tsum_eq_sum
    (s := (Finset.range n).map ⟨fun j : ℕ => (j : ℤ), Nat.cast_injective⟩), Finset.sum_map]
  · refine Finset.sum_congr rfl fun j _ => ?_
    simp
  · intro k hk
    have hz : bspline n (k : ℝ) = 0 := by
      apply bspline_eq_zero
      by_contra hcon
      rw [not_or, not_lt, not_le] at hcon
      have h0 : 0 ≤ k := by exact_mod_cast hcon.1
      have h1 : k < (n : ℤ) := by exact_mod_cast hcon.2
      exact hk (Finset.mem_map.2
        ⟨k.toNat, Finset.mem_range.2 (by omega), Int.toNat_of_nonneg h0⟩)
    simp [hz]

/-- For order four the modulus at the origin is `(2 + cos t) / 3`, which is positive for every
real `t`. -/
theorem norm_cubic_zero (t : ℝ) :
    ‖eulerSpline 4 t 0‖ = (2 + Real.cos t) / 3 ∧ 0 < (2 + Real.cos t) / 3 := by
  have hpos : 0 < (2 + Real.cos t) / 3 := by linarith [Real.neg_one_le_cos t]
  refine ⟨?_, hpos⟩
  have h0 : bspline 4 0 = 0 := by norm_num [bspline]
  have h1 : bspline 4 1 = 1 / 6 := by norm_num [bspline]
  have h2 : bspline 4 2 = 2 / 3 := by norm_num [bspline]
  have h3 : bspline 4 3 = 1 / 6 := by norm_num [bspline]
  -- take out the phase of the central node
  have e1 : Complex.exp (-(I * t * 1))
      = Complex.exp (((-2 * t : ℝ) : ℂ) * I) * Complex.exp (t * I) := by
    rw [← Complex.exp_add]; congr 1; push_cast; ring
  have e2 : Complex.exp (-(I * t * 2)) = Complex.exp (((-2 * t : ℝ) : ℂ) * I) := by
    congr 1; push_cast; ring
  have e3 : Complex.exp (-(I * t * 3))
      = Complex.exp (((-2 * t : ℝ) : ℂ) * I) * Complex.exp (-t * I) := by
    rw [← Complex.exp_add]; congr 1; push_cast; ring
  have hP : eulerSpline 4 t 0
      = Complex.exp (((-2 * t : ℝ) : ℂ) * I) * (((2 + Real.cos t) / 3 : ℝ) : ℂ) := by
    rw [eulerSpline_zero]
    simp only [Finset.sum_range_succ, Finset.sum_range_zero, Nat.cast_zero, Nat.cast_one,
      Nat.cast_ofNat, h0, h1, h2, h3, e1, e2, e3]
    push_cast
    rw [Complex.cos]
    ring
  rw [hP, norm_mul, Complex.norm_exp_ofReal_mul_I, one_mul, Complex.norm_real,
    Real.norm_of_nonneg hpos.le]

/-- For every odd order `n ≥ 3` the Euler spline with `t = π` vanishes at all integers. -/
theorem odd_order_vanishes (n : ℕ) (hn : 3 ≤ n) (hodd : Odd n) (m : ℤ) :
    eulerSpline n Real.pi m = 0 := by
  have hzero : eulerSpline n Real.pi 0 = 0 := by
    have key := (Equiv.subLeft (-(n : ℤ))).tsum_eq
      (fun k : ℤ => (bspline n (0 - k) : ℂ) * Complex.exp (I * Real.pi * k))
    -- reflecting the grid reverses the sign of every term
    have hneg : ∀ k : ℤ, (bspline n (0 - ((-(n : ℤ) - k : ℤ) : ℝ)) : ℂ)
          * Complex.exp (I * Real.pi * ((-(n : ℤ) - k : ℤ) : ℂ))
        = -((bspline n (0 - k) : ℂ) * Complex.exp (I * Real.pi * k)) := by
      intro k
      have e1 : bspline n (0 - ((-(n : ℤ) - k : ℤ) : ℝ)) = bspline n (0 - k) := by
        rw [← bspline_reflect n (by omega) (0 - k)]
        congr 1
        push_cast
        ring
      obtain ⟨j, hj⟩ := hodd
      have e2 : Complex.exp (I * Real.pi * ((-(n : ℤ) - k : ℤ) : ℂ))
          = Complex.exp (I * Real.pi * k) * Complex.exp (Real.pi * I)
            * Complex.exp (((-(j + k + 1) : ℤ) : ℂ) * (2 * Real.pi * I)) := by
        rw [← Complex.exp_add, ← Complex.exp_add, hj]
        congr 1
        push_cast
        ring
      rw [e1, e2, Complex.exp_pi_mul_I, Complex.exp_int_mul_two_pi_mul_I]
      ring
    have hS : eulerSpline n Real.pi 0 = -eulerSpline n Real.pi 0 := by
      unfold eulerSpline
      rw [← tsum_neg]
      exact key.symm.trans (tsum_congr hneg)
    linear_combination (1 / 2 : ℂ) * hS
  have hs := eulerSpline_add_int n Real.pi 0 m
  rw [zero_add, hzero, mul_zero] at hs
  exact hs

end

end EulerExponentialSpline
```

```lean
#print axioms EulerExponentialSpline.finite_support
#print axioms EulerExponentialSpline.interpolates_iff
#print axioms EulerExponentialSpline.norm_cubic_zero
#print axioms EulerExponentialSpline.odd_order_vanishes
```

```
'EulerExponentialSpline.finite_support' depends on axioms: [propext, Classical.choice, Quot.sound]
'EulerExponentialSpline.interpolates_iff' depends on axioms: [propext, Classical.choice, Quot.sound]
'EulerExponentialSpline.norm_cubic_zero' depends on axioms: [propext, Classical.choice, Quot.sound]
'EulerExponentialSpline.odd_order_vanishes' depends on axioms: [propext, Classical.choice, Quot.sound]
```

## From the recursion to finite sums in Lean

`bspline_succ` restates the recursion for use in rewriting. `bspline_eq_zero` proves the support property by recursion on the order, with the same three cases as the definition. In the last case `h1` and `h2` are the vanishing of the two terms.

`finite_support` places the contributing k between ⌊x⌋ − n and ⌊x⌋, where ⌊x⌋ is the largest integer not above x. The infinite sum `∑'` in `eulerSpline` is therefore an ordinary finite sum at each x.

`eulerSpline_zero` performs the substitution j = −k through `Equiv.neg ℤ`. Then `tsum_eq_sum` reduces the sum to the integers 0, …, n − 1, and the side condition that all other terms vanish follows from `bspline_eq_zero`.

## Relabelling the grid in Lean

In `eulerSpline_add_int` the substitution k = k′ + m is the bijection `Equiv.addRight m`, and its lemma `tsum_eq` says that relabelling leaves the sum unchanged. After `tsum_mul_left` has moved the phase inside the sum, the terms are compared one by one: `e1` simplifies the argument of the spline and `e2` splits the exponential.

`interpolates` specialises this law to x = 0 and divides. In `interpolates_iff`, the forward direction evaluates the assumed identity at m = 0, where P(0) = 0 would give 0 = 1. The reverse direction supplies the inverse of P(0) as the constant.

## The two values at the origin in Lean

In `norm_cubic_zero`, `h0` to `h3` are the four nodal values, which `norm_num` computes from the definition. The equations `e1` to `e3` take out the phase of the central node. They lead to `hP`, the closed form of P(0), where `rw [Complex.cos]` replaces the cosine by its two exponentials. The last rewriting takes the modulus of each factor.

`bspline_reflect` is an induction that starts at order two. The base case goes through the pieces of the hat function. In the step, `a` and `b` are the two identities that exchange the terms of the recursion.

`odd_order_vanishes` relabels the grid by k → −n − k, written `Equiv.subLeft (-(n : ℤ))`. The statement `hneg` says that each term changes sign. Within it, `e1` uses the reflection symmetry, while `e2` writes n = 2j + 1 and splits the phase into exp(i π k), a factor exp(i π) = −1 and a whole number of turns. Summing gives `hS`, which is P(0) = −P(0), and `linear_combination` solves it for P(0) = 0. The closing lines apply `eulerSpline_add_int` to reach every integer m.
